# A normalised particle with density one on a site of a finite lattice has zero amplitude on every other site

A single particle on a finite set of sites has a complex amplitude `ψ s i` on site `i` at time `s`, and its density there is the squared modulus of that amplitude. The lemma says that if, at one time `s₀`, the densities sum to one and the density on site `k` is itself one, then the amplitude on every other site is zero at that time. No equation of motion is assumed. The proof splits the density on `k` off from the total, concludes that the remaining densities sum to zero, and uses the fact that none of them is negative to make each one vanish.

An attempt in Lean 4 with a fault in it:

```lean
import Mathlib

open Matrix Finset
open scoped ComplexConjugate Topology

namespace LocalisedDensityCurvature

noncomputable section

variable {ι : Type*} [Fintype ι] [DecidableEq ι]

/-- The density on site `i` at time `s`. -/
def density (ψ : ℝ → ι → ℂ) (i : ι) (s : ℝ) : ℝ := Complex.normSq (ψ s i)

/-- A normalised particle with density one on site `k` has zero amplitude elsewhere. -/
theorem empty_elsewhere {ψ : ℝ → ι → ℂ} {s₀ : ℝ} {k : ι}
    (hnorm : ∑ i, density ψ i s₀ = 1) (hk : density ψ k s₀ = 1) :
    ∀ j, j ≠ k → ψ s₀ j = 0 := by
  intro j hj
  have h1 := Finset.add_sum_erase univ (fun i => density ψ i s₀) (Finset.mem_univ k)
  have h2 : ∑ i ∈ univ.erase k, density ψ i s₀ = 0 := by
    simp only [] at h1
    linarith
  have h3 := (Finset.sum_eq_zero_iff_of_nonneg
    (fun i _ => Complex.normSq_nonneg (ψ s₀ i))).1 h2 j
    (Finset.mem_erase.2 ⟨hj, Finset.mem_univ j⟩)
  exact Complex.normSq_eq_zero.1 h3

end

end LocalisedDensityCurvature
```

The error:

```
Main.lean:22:4: error: `simp` made no progress
```

What went wrong. The message says that `simp only [] at h1` found nothing to change in `h1`, and `simp` treats that as an error. The call gives no rewriting lemmas, so about all it could do here was tidy the form of the expression, for instance by applying the function `fun i => density ψ i s₀` to its argument. That was already done when Lean worked out the type of `h1`, which says that `density ψ k s₀` plus the sum over `univ.erase k` equals the sum over all sites.

The repair deletes the line. `linarith` can use `h1` as it stands, together with `hk` and `hnorm`: one plus the remaining sum equals one, so the remaining sum is zero, which is what `h2` claims. The rest of the proof is unchanged.

Lean accepts the file once it reads:

```diff
@@ -20,5 +20,4 @@
   have h1 := Finset.add_sum_erase univ (fun i => density ψ i s₀) (Finset.mem_univ k)
   have h2 : ∑ i ∈ univ.erase k, density ψ i s₀ = 0 := by
-    simp only [] at h1
     linarith
   have h3 := (Finset.sum_eq_zero_iff_of_nonneg
```
